# Intrinsic atomic orbitals span every occupied orbital exactly when the minimal-basis projector is injective on the occupied space

## Question

Intrinsic atomic orbitals (IAOs) are supposed to span all occupied orbitals exactly, although there are only as many of them as functions in a minimal basis. In projector language: B1 is the space of the main basis, B2 that of the minimal basis, and V ⊆ B1 the occupied space. P1 and P2 are the orthogonal projectors on B1 and B2, O projects on V, and O' projects on P1 P2 V. If P2 is injective on V, then the image of B2 under

[O O' + (1 − O)(1 − O')] P1

should contain V. I can see that this is plausible, but I would like a rigorous argument, checked by machine. Is injectivity really needed, and does the construction give the right number of orbitals?

## Answer

Yes to both, with one further condition for the count. The image of B2 contains V if and only if P2 is injective on V. If, in addition, P1 is injective on B2, the image has the dimension of B2. Both statements are proved below in Lean 4 with Mathlib, for any finite-dimensional real or complex inner-product space.

When P2 is injective on the occupied space V of a single-determinant wavefunction in a finite basis, a population analysis in orthonormalised IAOs therefore accounts for all the electrons.

### From an overlap identity to the occupied space

Write V' = P1 P2 V for the depolarized occupied space and F for the whole operator, including the final P1. Take v in V and any vector u. Projectors are self-adjoint, O v = v, and P1 v = v because V ⊆ B1. Hence

⟨v, O P1 P2 u⟩ = ⟨v, P1 P2 u⟩ = ⟨v, P2 u⟩ = ⟨v, P2 P2 u⟩ = ⟨P2 v, P2 u⟩. (1)

Suppose P2 is injective on V, and let T be the operator O P1 P2 restricted to V, which maps V to itself. If T w = 0, then (1) with v = u = w gives

0 = ⟨w, T w⟩ = ‖P2 w‖²,

so P2 w = 0 and w = 0. T is therefore injective, and in finite dimension also surjective.

Given an occupied v, choose w in V with T w = v, and set b = P2 w, which lies in B2. Then P1 b = P1 P2 w lies in V', so O' P1 b = P1 b. The second term of F b vanishes, and

F b = O P1 b = O P1 P2 w = v.

Every occupied orbital is reached.

For the converse, suppose the image contains V, and let w in V satisfy P2 w = 0. Then w = F b for some b in B2. Since O O = O and O(1 − O) = 0,

w = O w = O F b = O O' P1 b.

The vector O' P1 b lies in V', so it equals P1 P2 u for some u in V. By (1),

⟨w, w⟩ = ⟨w, O P1 P2 u⟩ = ⟨P2 w, P2 u⟩ = 0,

so w = 0. By linearity, P2 is injective on V.

### Counting the orbitals

Assume again that P2 is injective on V. Let F x = 0 and put y = P1 x. Applying O gives O O' y = 0. Write O' y = P1 P2 u with u in V. By (1),

0 = ⟨u, O O' y⟩ = ‖P2 u‖²,

so P2 u = 0 and O' y = 0. What remains of F x = 0 is (1 − O) y = 0, which says that y is occupied. Then P1 P2 y lies in V', and

‖P2 y‖² = ⟨y, O P1 P2 y⟩ = ⟨y, P1 P2 y⟩ = ⟨y, O' P1 P2 y⟩ = ⟨O' y, P1 P2 y⟩ = 0.

Injectivity gives y = 0. So F x = 0 forces P1 x = 0, and the reverse implication is immediate. If P1 is injective on B2, then F is too, and the image has the dimension of B2.

### One occupied orbital in three dimensions

Let B1 be all of ℝ³, so that P1 = 1, let B2 be spanned by e1 and e2, and let V be spanned by v = (2, 1, 2)/3. Then P2 v = (2, 1, 0)/3, and V' is spanned by (2, 1, 0)/√5. For e1,

O' e1 = (4/5, 2/5, 0), O O' e1 = (2/3) v,

(1 − O') e1 = (1/5, −2/5, 0), which is orthogonal to v.

Adding the two contributions, and doing the same for e2, gives

F e1 = (29, −8, 20)/45, F e2 = (−8, 41, 10)/45.

Normalised, these are about (0.803, −0.221, 0.554) and (−0.186, 0.955, 0.233). Neither is v, but their span contains it:

F(P2 v) = (2 F e1 + F e2)/3 = (5/9) v.

The factor 5/9 is ‖P2 v‖². If the occupied orbital is e3 instead, then P2 e3 = 0 and O' = 0. Now F = 1 − O leaves e1 and e2 unchanged, and e3 is missing from their span.

### What the Lean statements say

`E` is the ambient space, over a field `𝕜` that is ℝ or ℂ. In a calculation with two finite basis sets it can be taken as the span of both together. `B1`, `B2` and `V` are subspaces, so no basis functions, overlap matrices or orbital coefficients appear. `proj U` is the orthogonal projector on `U`, `depolarized B1 B2 V` is V', `iaoMap B1 B2 V` is F, and `iaoSpace B1 B2 V` is the image of B2 under F. The inner product `inner 𝕜 x y` is conjugate-linear in its first argument.

The hypothesis `hV : V ≤ B1` says that the occupied orbitals are expanded in the main basis. `Set.InjOn (proj B2) (V : Set E)` says that P2 is injective on V: no nonzero combination of occupied orbitals is orthogonal to the whole minimal basis. It fails, for instance, when an occupied orbital is orthogonal by symmetry to every minimal-basis function, or when there are more occupied orbitals than minimal-basis functions. The hypothesis `hB`, used only for the dimension, says that no nonzero combination of minimal-basis functions is lost on projection to the main basis.

The main theorem, `occupied_le_iaoSpace_iff`, assumes only `hV` and states the equivalence. `finrank_iaoSpace` adds the two injectivity conditions and gives the dimension. The theorems concern the span alone. They do not address the orthonormalisation of the IAOs, their assignment to atoms, how localised they are, or numerical conditioning when P2 is nearly singular on V.

```lean
import Mathlib

open Module

namespace IntrinsicAtomicOrbitals

noncomputable section

variable {𝕜 E : Type*} [RCLike 𝕜] [NormedAddCommGroup E] [InnerProductSpace 𝕜 E]
  [FiniteDimensional 𝕜 E]

/-- The orthogonal projector on a subspace, as a linear operator on the whole space. -/
def proj (U : Submodule 𝕜 E) : E →ₗ[𝕜] E := (U.starProjection : E →ₗ[𝕜] E)

/-- The depolarized occupied space `P1 P2 V`: occupied orbitals projected on the minimal
basis `B2` and back on the main basis `B1`. -/
def depolarized (B1 B2 V : Submodule 𝕜 E) : Submodule 𝕜 E :=
  V.map (proj B1 ∘ₗ proj B2)

/-- The operator `[O O' + (1 - O)(1 - O')] P1`, where `O` projects on the occupied space `V`
and `O'` on the depolarized occupied space. -/
def iaoMap (B1 B2 V : Submodule 𝕜 E) : E →ₗ[𝕜] E :=
  (proj V ∘ₗ proj (depolarized B1 B2 V) +
    (LinearMap.id - proj V) ∘ₗ (LinearMap.id - proj (depolarized B1 B2 V))) ∘ₗ proj B1

/-- The span of the intrinsic atomic orbitals: the image of the minimal basis space `B2`
under the map `iaoMap`. -/
def iaoSpace (B1 B2 V : Submodule 𝕜 E) : Submodule 𝕜 E :=
  B2.map (iaoMap B1 B2 V)

/-- A projected vector lies in the subspace projected on. -/
theorem proj_mem (U : Submodule 𝕜 E) (x : E) : proj U x ∈ U :=
  U.starProjection_apply_mem x

/-- A projector leaves the vectors of its subspace unchanged. -/
theorem proj_of_mem {U : Submodule 𝕜 E} {x : E} (hx : x ∈ U) : proj U x = x :=
  Submodule.starProjection_eq_self_iff.mpr hx

/-- An orthogonal projector is self-adjoint. -/
theorem proj_inner (U : Submodule 𝕜 E) (x y : E) :
    inner 𝕜 (proj U x) y = inner 𝕜 x (proj U y) := by
  change inner 𝕜 (U.starProjection x) y = inner 𝕜 x (U.starProjection y)
  rw [Submodule.inner_starProjection_left_eq_right]

/-- If `V ≤ B1` and `v` is an occupied orbital, the matrix element of `O P1 P2` between `v` and `u`
is the overlap of their projections on the minimal basis. -/
theorem inner_compression {B1 B2 V : Submodule 𝕜 E} (hV : V ≤ B1) {v : E} (hv : v ∈ V)
    (u : E) :
    inner 𝕜 v (proj V (proj B1 (proj B2 u))) = inner 𝕜 (proj B2 v) (proj B2 u) := by
  rw [← proj_inner V v, proj_of_mem hv, ← proj_inner B1 v, proj_of_mem (hV hv),
    proj_inner B2 v (proj B2 u), proj_of_mem (proj_mem B2 u)]

/-- For any vector `x`, the projection of `iaoMap B1 B2 V x` on the occupied space is `O O' P1 x`.
-/
theorem proj_iaoMap (B1 B2 V : Submodule 𝕜 E) (x : E) :
    proj V (iaoMap B1 B2 V x) = proj V (proj (depolarized B1 B2 V) (proj B1 x)) := by
  have hid : ∀ y, proj V (proj V y) = proj V y := fun y => proj_of_mem (proj_mem V y)
  simp only [iaoMap, LinearMap.comp_apply, LinearMap.add_apply, LinearMap.sub_apply,
    LinearMap.id_apply, map_add, map_sub, hid]
  abel

/-- If `V ≤ B1` and `P2` is injective on the occupied space, every occupied orbital is `O P1 P2 w`
for some occupied `w`. -/
theorem compression_surjective {B1 B2 V : Submodule 𝕜 E} (hV : V ≤ B1)
    (hinj : Set.InjOn (proj B2) (V : Set E)) {v : E} (hv : v ∈ V) :
    ∃ w ∈ V, proj V (proj B1 (proj B2 w)) = v := by
  let T : V →ₗ[𝕜] V :=
    (proj V ∘ₗ proj B1 ∘ₗ proj B2).restrict (fun x _ => proj_mem V _)
  have hT : Function.Injective T := by
    rw [injective_iff_map_eq_zero]
    rintro ⟨w, hw⟩ h0
    have h1 : proj V (proj B1 (proj B2 w)) = 0 := congrArg Subtype.val h0
    -- the inner product of `w` with `O P1 P2 w` is the squared norm of `P2 w`
    have h2 := inner_compression (B2 := B2) hV hw w
    rw [h1, inner_zero_right] at h2
    have h3 : proj B2 w = 0 := inner_self_eq_zero.mp h2.symm
    have h4 : w = 0 := hinj hw V.zero_mem (by rw [h3, map_zero])
    exact Subtype.ext h4
  -- in finite dimension an injective operator is surjective
  obtain ⟨w, hw⟩ := LinearMap.injective_iff_surjective.mp hT ⟨v, hv⟩
  exact ⟨w, w.2, congrArg Subtype.val hw⟩

/-- If `V ≤ B1`, the intrinsic atomic orbitals span a space containing all occupied orbitals if and
only if the projector on the minimal basis is injective on the occupied space. -/
theorem occupied_le_iaoSpace_iff {B1 B2 V : Submodule 𝕜 E} (hV : V ≤ B1) :
    V ≤ iaoSpace B1 B2 V ↔ Set.InjOn (proj B2) (V : Set E) := by
  constructor
  · intro h x hx y hy hxy
    have hw : x - y ∈ V := V.sub_mem hx hy
    have h0 : proj B2 (x - y) = 0 := by rw [map_sub, hxy, sub_self]
    obtain ⟨b, _, hb⟩ := h hw
    have h1 := proj_iaoMap B1 B2 V b
    rw [hb, proj_of_mem hw] at h1
    obtain ⟨u, _, hu⟩ := proj_mem (depolarized B1 B2 V) (proj B1 b)
    have hu' : proj B1 (proj B2 u) = proj (depolarized B1 B2 V) (proj B1 b) := hu
    -- an orbital invisible to the minimal basis is orthogonal to everything reached in `V`
    have h2 := inner_compression (B2 := B2) hV hw u
    rw [hu', ← h1, h0, inner_zero_left] at h2
    exact sub_eq_zero.mp (inner_self_eq_zero.mp h2)
  · intro hinj v hv
    obtain ⟨w, hw, hwv⟩ := compression_surjective hV hinj hv
    have h : proj (depolarized B1 B2 V) (proj B1 (proj B2 w)) = proj B1 (proj B2 w) :=
      proj_of_mem ⟨w, hw, rfl⟩
    refine ⟨proj B2 w, proj_mem B2 w, ?_⟩
    simp only [iaoMap, LinearMap.comp_apply, LinearMap.add_apply, LinearMap.sub_apply,
      LinearMap.id_apply, h, hwv, sub_self, map_zero, add_zero]

/-- If `V ≤ B1` and `P2` is injective on the occupied space, the intrinsic-atomic-orbital map
annihilates exactly the vectors annihilated by `P1`. -/
theorem iaoMap_eq_zero_iff {B1 B2 V : Submodule 𝕜 E} (hV : V ≤ B1)
    (hinj : Set.InjOn (proj B2) (V : Set E)) (x : E) :
    iaoMap B1 B2 V x = 0 ↔ proj B1 x = 0 := by
  constructor
  · intro h
    have h1 := proj_iaoMap B1 B2 V x
    rw [h, map_zero] at h1
    obtain ⟨u, hu, hux⟩ := proj_mem (depolarized B1 B2 V) (proj B1 x)
    have hux' : proj B1 (proj B2 u) = proj (depolarized B1 B2 V) (proj B1 x) := hux
    -- first the depolarized occupied part of `P1 x` vanishes
    have h2 := inner_compression (B2 := B2) hV hu u
    rw [hux', ← h1, inner_zero_right] at h2
    have h3 : proj B2 u = 0 := inner_self_eq_zero.mp h2.symm
    have h4 : proj (depolarized B1 B2 V) (proj B1 x) = 0 := by
      rw [← hux', h3, map_zero]
    -- then `P1 x` is itself occupied
    have h5 : proj B1 x - proj V (proj B1 x) = 0 := by
      simpa only [iaoMap, LinearMap.comp_apply, LinearMap.add_apply, LinearMap.sub_apply,
        LinearMap.id_apply, h4, map_zero, sub_zero, zero_add] using h
    have hy : proj B1 x ∈ V := by
      rw [sub_eq_zero.mp h5]
      exact proj_mem V _
    -- and it is orthogonal to its own depolarized image
    have h6 : proj (depolarized B1 B2 V) (proj B1 (proj B2 (proj B1 x))) =
        proj B1 (proj B2 (proj B1 x)) := proj_of_mem ⟨proj B1 x, hy, rfl⟩
    have h7 := inner_compression (B2 := B2) hV hy (proj B1 x)
    rw [← proj_inner V, proj_of_mem hy, ← h6, ← proj_inner (depolarized B1 B2 V), h4,
      inner_zero_left] at h7
    have h8 : proj B2 (proj B1 x) = 0 := inner_self_eq_zero.mp h7.symm
    exact hinj hy V.zero_mem (by rw [h8, map_zero])
  · intro h
    simp only [iaoMap, LinearMap.comp_apply, h, map_zero]

/-- If `V ≤ B1`, `P2` is injective on the occupied space and `P1` is injective on the minimal basis
space, the span of the intrinsic atomic orbitals has the dimension of the minimal basis space. -/
theorem finrank_iaoSpace {B1 B2 V : Submodule 𝕜 E} (hV : V ≤ B1)
    (hinj : Set.InjOn (proj B2) (V : Set E)) (hB : Set.InjOn (proj B1) (B2 : Set E)) :
    finrank 𝕜 (iaoSpace B1 B2 V) = finrank 𝕜 B2 := by
  have hr : iaoSpace B1 B2 V = LinearMap.range (iaoMap B1 B2 V ∘ₗ B2.subtype) := by
    unfold iaoSpace
    rw [LinearMap.range_comp, Submodule.range_subtype]
  rw [hr]
  apply LinearMap.finrank_range_of_inj
  rw [injective_iff_map_eq_zero]
  rintro ⟨b, hb⟩ h0
  have h1 : proj B1 b = 0 := (iaoMap_eq_zero_iff hV hinj b).mp h0
  have h2 : b = 0 := hB hb B2.zero_mem (by rw [h1, map_zero])
  exact Subtype.ext h2

end

end IntrinsicAtomicOrbitals
```

```lean
#print axioms IntrinsicAtomicOrbitals.occupied_le_iaoSpace_iff
#print axioms IntrinsicAtomicOrbitals.finrank_iaoSpace
```

```
'IntrinsicAtomicOrbitals.occupied_le_iaoSpace_iff' depends on axioms: [propext, Classical.choice, Quot.sound]
'IntrinsicAtomicOrbitals.finrank_iaoSpace' depends on axioms: [propext, Classical.choice, Quot.sound]
```

### How the proof follows the derivation

`proj_mem`, `proj_of_mem` and `proj_inner` supply the three facts about projectors used throughout: the result lies in the subspace, vectors of the subspace are unchanged, and the operator is self-adjoint. `inner_compression` is equation (1); its rewrites move the projectors across the inner product one at a time. `proj_iaoMap` is the identity O F x = O O' P1 x. There `simp` expands the operator and uses O O = O, and `abel` cancels the remaining terms.

`compression_surjective` builds T as a linear map from `V` to itself. It proves injectivity from the squared norm of `P2 w`, and `LinearMap.injective_iff_surjective` turns this into surjectivity. Apart from guaranteeing that the orthogonal projectors exist, this is where finite dimension enters the argument.

In `occupied_le_iaoSpace_iff`, the first branch is the converse. Lean's injectivity concerns two vectors `x` and `y` with equal projections, so the derivation's w is their difference `x - y`. The hypothesis provides a preimage `b`, membership in the depolarized space provides `u`, and `inner_compression` makes the squared norm of `x - y` zero. The second branch takes `w` from `compression_surjective` and offers `proj B2 w` as the preimage of `v`; the final `simp only` removes the second term of F.

`iaoMap_eq_zero_iff` follows the kernel argument in the same order: `h4` is O' y = 0, `hy` says that y = P1 x is occupied, and `h8` is P2 y = 0. `finrank_iaoSpace` writes the IAO space as the range of F restricted to `B2`, shows that this restriction is injective, and concludes that the dimensions agree.

### The same construction with overlap matrices

Let S1 and S2 be the overlap matrices of the two basis sets, each linearly independent, S12 the overlap between them, and S21 its adjoint. Let C hold the occupied coefficients, with C† S1 C = 1. The coefficients C' of the depolarized orbitals come from orthonormalising the columns of

S1⁻¹ S12 S2⁻¹ S21 C

in the metric S1. Since the bracketed operator equals 1 − O − O' + 2 O O', the IAO coefficients before orthonormalisation are

A = S1⁻¹ S12 − C C† S12 − C' C'† S12 + 2 C C† S1 C' C'† S12.

The injectivity condition can be tested with a matrix of the size of the occupied space:

M = C† S12 S2⁻¹ S21 C.

Its elements are the overlaps ⟨P2 i, P2 j⟩ of projected occupied orbitals, and P2 is injective on V exactly when M has no zero eigenvalue. In the three-dimensional example M is the single number 5/9. A very small eigenvalue signals an occupied combination that the minimal basis hardly describes, and it can make the orthonormalisation that produces C' ill-conditioned.
